# A periodic neighbour list with radius cutoff plus skin misses no pair within the cutoff while each atom has moved at most half the skin

Finitely many atoms start in the home cell of a periodic lattice, with fractional coordinates in [0, 1), and each is now at most `skin / 2` from its starting position. The theorem `mem_neighborList` says that if an atom and a periodic image of an atom are now at most `rc` apart, and are not an atom and its own unshifted copy, then the pair is in the neighbour list built from the starting positions with radius `rc + skin`. That list searches only a finite box of lattice shifts, whose size is set by the radius and the lengths of the vectors dual to the cell vectors. The proof bounds the starting distance by the triangle inequality and the lattice shift by Cauchy–Schwarz, then unfolds the list and checks the conditions for membership.

This version doesn't compile in Lean 4 with Mathlib:

```lean
import Mathlib

open scoped InnerProductSpace

namespace TriclinicNeighborList

noncomputable section

variable {E ι A : Type*} [NormedAddCommGroup E] [InnerProductSpace ℝ E]
  [Fintype ι] [DecidableEq ι] [Fintype A]

/-- The vectors `b k` are dual to the cell vectors `a l`. -/
def IsDual (a b : ι → E) : Prop :=
  ∀ k l, inner ℝ (b k) (a l) = if k = l then (1 : ℝ) else 0

/-- Fractional coordinates of a point in the home cell: each lies in `[0, 1)`. -/
def InCell (s : ι → ℝ) : Prop := ∀ k, 0 ≤ s k ∧ s k < 1

omit [DecidableEq ι] in
/-- The Cartesian position with fractional coordinates `s`. -/
def position (a : ι → E) (s : ι → ℝ) : E := ∑ k, s k • a k

/-- The lattice translation by `n k` cell vectors along each edge `k`. -/
def latticeShift (a : ι → E) (n : ι → ℤ) : E := position a (fun k => (n k : ℝ))

/-- The vector from atom `i` to the image of atom `j` shifted by `n`, for `p = (i, j, n)`. -/
def imageSep (a : ι → E) (x : A → E) (p : A × A × (ι → ℤ)) : E :=
  x p.2.1 + latticeShift a p.2.2 - x p.1

/-- The pair consists of an atom and its own unshifted copy. -/
def IsSelf (p : A × A × (ι → ℤ)) : Prop := p.1 = p.2.1 ∧ p.2.2 = 0

/-- The finite box of lattice shifts searched for neighbours within `R`. -/
def searchBox (b : ι → E) (R : ℝ) : Finset (ι → ℤ) :=
  Fintype.piFinset fun k => Finset.Icc (-⌈R * ‖b k‖⌉) ⌈R * ‖b k‖⌉

open Classical in
/-- The neighbour list: image pairs from the search box at distance at most `R`,
without self pairs. -/
def neighborList (a b : ι → E) (x : A → E) (R : ℝ) : Finset (A × A × (ι → ℤ)) :=
  (Finset.univ ×ˢ (Finset.univ ×ˢ searchBox b R)).filter
    fun p => ¬ IsSelf p ∧ ‖imageSep a x p‖ ≤ R

/-- The inner product with a dual vector reads off a fractional coordinate. -/
theorem inner_dual_position {a b : ι → E} (h : IsDual a b) (s : ι → ℝ) (k : ι) :
    inner ℝ (b k) (position a s) = s k := by
  have h' : ∀ l, inner ℝ (b k) (a l) = if k = l then (1 : ℝ) else 0 := h k
  simp [position, inner_sum, inner_smul_right, h']

/-- An image within distance `R` of an atom, both atoms having home-cell coordinates,
is shifted by fewer than `R ‖b k‖ + 1` cells along each edge. -/
theorem abs_shift_lt {a b : ι → E} (h : IsDual a b) {s t : ι → ℝ}
    (hs : InCell s) (ht : InCell t) {n : ι → ℤ} {R : ℝ}
    (hd : ‖position a t + latticeShift a n - position a s‖ ≤ R) (k : ι) :
    |(n k : ℝ)| < R * ‖b k‖ + 1 := by
  -- the k-th fractional coordinate of the separation, bounded by Cauchy-Schwarz
  have h1 : inner ℝ (b k) (position a t + latticeShift a n - position a s)
      = t k + n k - s k := by
    simp only [latticeShift, inner_sub_right, inner_add_right, inner_dual_position h]
  have h2 := abs_real_inner_le_norm (b k)
    (position a t + latticeShift a n - position a s)
  rw [h1] at h2
  have h3 := mul_le_mul_of_nonneg_left hd (norm_nonneg (b k))
  rw [mul_comm ‖b k‖ R] at h3
  obtain ⟨h4, h5⟩ := abs_le.mp (h2.trans h3)
  obtain ⟨hs0, hs1⟩ := hs k
  obtain ⟨ht0, ht1⟩ := ht k
  exact abs_lt.mpr ⟨by linarith, by linarith⟩

omit [DecidableEq ι] [Fintype A] in
/-- If every atom moved by at most `skin / 2`, an image pair now within `rc` was
initially within `rc + skin`. -/
theorem initial_distance_le (a : ι → E) {x y : A → E} {rc skin : ℝ}
    (hmove : ∀ i, ‖y i - x i‖ ≤ skin / 2) {p : A × A × (ι → ℤ)}
    (hp : ‖imageSep a y p‖ ≤ rc) : ‖imageSep a x p‖ ≤ rc + skin := by
  have e : imageSep a x p
      = imageSep a y p - (y p.2.1 - x p.2.1) + (y p.1 - x p.1) := by
    unfold imageSep
    abel
  rw [e]
  have h1 := norm_add_le (imageSep a y p - (y p.2.1 - x p.2.1)) (y p.1 - x p.1)
  have h2 := norm_sub_le (imageSep a y p) (y p.2.1 - x p.2.1)
  linarith [hmove p.1, hmove p.2.1]

/-- Every image pair now within `rc`, self pairs aside, is in the neighbour list built from
the initial home-cell positions with radius `rc + skin`, if no atom moved more than
`skin / 2`. -/
theorem mem_neighborList {a b : ι → E} (h : IsDual a b) {s : A → ι → ℝ}
    (hs : ∀ i, InCell (s i)) {y : A → E} {rc skin : ℝ}
    (hmove : ∀ i, ‖y i - position a (s i)‖ ≤ skin / 2) {p : A × A × (ι → ℤ)}
    (hself : ¬ IsSelf p) (hp : ‖imageSep a y p‖ ≤ rc) :
    p ∈ neighborList a b (fun i => position a (s i)) (rc + skin) := by
  have hd : ‖imageSep a (fun i => position a (s i)) p‖ ≤ rc + skin :=
    initial_distance_le a hmove hp
  have hbox : p.2.2 ∈ searchBox b (rc + skin) := by
    refine Fintype.mem_piFinset.mpr fun k => ?_
    have h1 := abs_shift_lt h (hs p.1) (hs p.2.1) hd k
    have h2 := Int.le_ceil ((rc + skin) * ‖b k‖)
    -- an integer below the ceiling plus one is at most the ceiling
    have h3 : ((|p.2.2 k| : ℤ) : ℝ) < ((⌈(rc + skin) * ‖b k‖⌉ + 1 : ℤ) : ℝ) := by
      rw [Int.cast_abs, Int.cast_add, Int.cast_one]
      linarith
    have h4 : |p.2.2 k| ≤ ⌈(rc + skin) * ‖b k‖⌉ := Int.lt_add_one_iff.mp (Int.cast_lt.mp h3)
    exact Finset.mem_Icc.mpr (abs_le.mp h4)
  rw [neighborList, Finset.mem_filter]
  refine ⟨?_, hself, hd⟩
  exact Finset.mem_product.mpr ⟨Finset.mem_univ _,
    Finset.mem_product.mpr ⟨Finset.mem_univ _, hbox⟩⟩

end

end TriclinicNeighborList
```

Lean reports:

```
Main.lean:105:20: error(lean.synthInstanceFailed): failed to synthesize instance of type class
  DecidablePred fun p => ¬IsSelf p ∧ ‖imageSep a (fun i => position a (s i)) p‖ ≤ rc + skin

Hint: Type class instance resolution failures can be inspected with the `set_option trace.Meta.synthInstance true` command.
```

The change, after which it compiles:

```diff
@@ -103,4 +103,5 @@
     have h4 : |p.2.2 k| ≤ ⌈(rc + skin) * ‖b k‖⌉ := Int.lt_add_one_iff.mp (Int.cast_lt.mp h3)
     exact Finset.mem_Icc.mpr (abs_le.mp h4)
+  classical
   rw [neighborList, Finset.mem_filter]
   refine ⟨?_, hself, hd⟩
```

Cause. The message says that Lean found no `DecidablePred` instance for the condition by which the list is filtered: not a self pair, and at distance at most `rc + skin`. `Finset.mem_filter` takes such an instance as an argument, and `rw` has to synthesize it.

The part without an instance is `IsSelf`. It is a plain definition, no `Decidable` instance is declared for it, and instance search does not unfold it to look inside. The definition of `neighborList` compiles because it stands under `open Classical in`, which makes every proposition decidable there. But that line covers only the one declaration, so the classical instance is out of reach in the theorem, even though the unfolded filter already contains it.

The added `classical` makes classical decidability available for the rest of the proof. The instance is then found and agrees with the one in the filter, so the rewrite goes through.
